# A cusp-correction exponent of degree at most 4 is fixed by two conditions at the nucleus and three at the cutoff

For any cutoff radius $c>0$ and real numbers $A,B,P,Q,S$, exactly one real polynomial $p$ of degree at most 4 satisfies

$$p(0)=A,\quad p'(0)=B,\quad p(c)=P,\quad p'(c)=Q,\quad p''(c)=S .$$

## The orbital near the nucleus

An s-type Gaussian orbital has zero slope at the nucleus, so its local energy keeps the divergent term $-Z/r$ of a nucleus of charge $Z$. The cusp correction treated here replaces the orbital for $r<c$ by

$$g(r)=K+s\,e^{p(r)},$$

with a constant shift $K$ and a signed prefactor $s$. The cusp condition $g'(0)=-Z\,g(0)$ removes the divergence when $g(0)\neq0$. Matching the value $f_0$, slope $f_1$ and second derivative $f_2$ of the original orbital at $c$ keeps the kinetic energy term continuous there. The orbital here is spherically symmetric about one nucleus, and atomic units are used.

## Solving for the coefficients

Write $p(r)=A+Br+a_2r^2+a_3r^3+a_4r^4$, which already meets the conditions at the nucleus. Set $u=P-A-Bc$, $v=Q-B$, and $x=a_2c^2$, $y=a_3c^3$, $z=a_4c^4$. The conditions at $c$ become

$$x+y+z=u,\qquad 2x+3y+4z=cv,\qquad 2x+6y+12z=c^2S .$$

Subtracting twice the first equation from the other two gives $y+2z=cv-2u$ and $4y+10z=c^2S-2u$. Eliminating $y$, then substituting back,

$$z=3u-2cv+\tfrac12c^2S,\quad y=5cv-8u-c^2S,\quad x=6u-3cv+\tfrac12c^2S .$$

Since $c\ne0$, these values determine $a_2,a_3,a_4$ uniquely. A polynomial of degree at most 3 suffices exactly when $z=0$, that is, when $6u-4cv+c^2S=0$.

## The freedom left in the nuclear value

Change $A$ to $A'$ and keep $B,P,Q,S$. The difference $d$ of the two exponents vanishes at $c$ together with its first two derivatives, so $d(r)=(1-r/c)^3(\lambda+\mu r)$ with constants $\lambda,\mu$. From $d(0)=A'-A$ and $d'(0)=0$ follow $\lambda=A'-A$ and $\mu=3\lambda/c$:

$$d(r)=(A'-A)(1-r/c)^3(1+3r/c).$$

## From orbital data to exponent data

Differentiation gives $g'=s e^p p'$ and $g''=s e^p(p''+p'^2)$. At the cutoff $s e^{p(c)}=f_0-K$, hence

$$P=\ln\frac{f_0-K}{s},\qquad Q=\frac{f_1}{f_0-K},\qquad S=\frac{f_2}{f_0-K}-Q^2 .$$

The logarithm requires $f_0-K$ to be nonzero with the sign of $s$. At the nucleus the cusp condition gives

$$B=-Z\,\frac{K+s e^A}{s e^A}.$$

Once $K$, $s$ and $A$ are chosen, the exponent is therefore unique. If $K\neq0$ and $Z\neq0$, changing $A$ also changes $B$, so the difference formula of the previous section, which keeps $B$ fixed, does not apply.

## Correcting a single Gaussian

Take the orbital $N e^{-\alpha r^2}$ with normalisation constant $N>0$ and exponent $\alpha>0$, and choose $K=0$, $s=N$. Then $P=-\alpha c^2$, $Q=-2\alpha c$, $S=-2\alpha$ and $B=-Z$. Keeping the Gaussian's value at the nucleus means $A=0$, and the formulas give

$$p(r)=-\alpha r^2-Zr(1-r/c)^3 .$$

Another choice of $A$ adds $A(1-r/c)^3(1+3r/c)$.

For an s-type orbital expanded in several Gaussians, a program can evaluate $f_0,f_1,f_2$ from the expansion at $c$, choose $K$ and $s$ with $s(f_0-K)>0$, take a trial $A$, and compute the coefficients. It can then evaluate the one-electron local energy on a radial grid inside $c$ and adjust $A$ to make it vary less with $r$. During sampling, the corrected form is used whenever an electron is closer to the nucleus than $c$.

## The statements in Lean

Exponents are elements of `ℝ[X]`, and `derivative` is the formal derivative. `SatisfiesCusp` collects the five conditions, and `p.natDegree ≤ 4` is the degree bound. `existsUnique_exponent` states existence and uniqueness for every `c ≠ 0`, which includes every positive cutoff.

In `existsUnique_coreOrbital`, `deriv` is the ordinary derivative of the real function `coreOrbital K s p`. The hypothesis `0 < s * (f₀ - K)` is the sign condition on the logarithm. The charge `Z` may be any real number.

The function `coreOrbital` is defined for all real $r$; the piecewise orbital joined at $c$ is not constructed. The cusp condition contains only $g(0)$, so it describes an orbital with no further contribution at the nucleus from functions on other atoms. The choice of $A$, $K$, $s$ and $c$ is left open.

```lean
import Mathlib

open Polynomial

namespace SmoothCuspCorrection

noncomputable section

/-- The polynomial `a₀ + a₁ r + a₂ r² + a₃ r³ + a₄ r⁴`. -/
def quartic (a₀ a₁ a₂ a₃ a₄ : ℝ) : ℝ[X] :=
  C a₀ + C a₁ * X + C a₂ * X ^ 2 + C a₃ * X ^ 3 + C a₄ * X ^ 4

/-- The five conditions on the exponent: value `A` and slope `B` at the nucleus, and
value `P`, slope `Q` and second derivative `S` at the cutoff `c`. -/
def SatisfiesCusp (c A B P Q S : ℝ) (p : ℝ[X]) : Prop :=
  p.eval 0 = A ∧ (derivative p).eval 0 = B ∧ p.eval c = P ∧
    (derivative p).eval c = Q ∧ (derivative (derivative p)).eval c = S

/-- The explicit exponent polynomial of the cusp correction, for a cutoff `c ≠ 0`. -/
def cuspExponent (c A B P Q S : ℝ) : ℝ[X] :=
  quartic A B
    ((6 * (P - A - B * c) - 3 * c * (Q - B) + c ^ 2 * S / 2) / c ^ 2)
    ((5 * c * (Q - B) - 8 * (P - A - B * c) - c ^ 2 * S) / c ^ 3)
    ((3 * (P - A - B * c) - 2 * c * (Q - B) + c ^ 2 * S / 2) / c ^ 4)

/-- The core orbital `K + s exp(p(r))` with shift `K`, prefactor `s` and exponent `p`. -/
def coreOrbital (K s : ℝ) (p : ℝ[X]) (r : ℝ) : ℝ :=
  K + s * Real.exp (p.eval r)

/-- The value of a quartic at the radius `r`. -/
theorem eval_quartic (a₀ a₁ a₂ a₃ a₄ r : ℝ) :
    (quartic a₀ a₁ a₂ a₃ a₄).eval r =
      a₀ + a₁ * r + a₂ * r ^ 2 + a₃ * r ^ 3 + a₄ * r ^ 4 := by
  simp [quartic]

/-- The derivative of a quartic, written through its coefficients. -/
theorem derivative_quartic (a₀ a₁ a₂ a₃ a₄ : ℝ) :
    derivative (quartic a₀ a₁ a₂ a₃ a₄) = quartic a₁ (2 * a₂) (3 * a₃) (4 * a₄) 0 := by
  have h2 : (C (2 : ℝ) : ℝ[X]) = 2 := map_ofNat C 2
  have h3 : (C (3 : ℝ) : ℝ[X]) = 3 := map_ofNat C 3
  have h4 : (C (4 : ℝ) : ℝ[X]) = 4 := map_ofNat C 4
  simp [quartic]
  -- constant polynomials become numerals
  simp only [h2, h3, h4]
  ring

/-- For a cutoff `c ≠ 0` the explicit exponent satisfies all five conditions. -/
theorem cuspExponent_satisfies {c : ℝ} (hc : c ≠ 0) (A B P Q S : ℝ) :
    SatisfiesCusp c A B P Q S (cuspExponent c A B P Q S) := by
  simp only [SatisfiesCusp, cuspExponent, derivative_quartic, eval_quartic]
  refine ⟨by ring, by ring, ?_, ?_, ?_⟩
  · field_simp
    ring
  · field_simp
    ring
  · field_simp
    ring

/-- For a cutoff `c ≠ 0`, a polynomial of degree at most 4 that satisfies the five
conditions is the explicit exponent. -/
theorem eq_cuspExponent {c A B P Q S : ℝ} (hc : c ≠ 0) {p : ℝ[X]}
    (hdeg : p.natDegree ≤ 4) (h : SatisfiesCusp c A B P Q S p) :
    p = cuspExponent c A B P Q S := by
  -- write the polynomial through its five coefficients
  have hp : ∃ a₀ a₁ a₂ a₃ a₄ : ℝ, p = quartic a₀ a₁ a₂ a₃ a₄ := by
    refine ⟨p.coeff 0, p.coeff 1, p.coeff 2, p.coeff 3, p.coeff 4, ?_⟩
    refine (p.as_sum_range' 5 (by omega)).trans ?_
    simp only [Finset.sum_range_succ, Finset.sum_range_zero,
      ← C_mul_X_pow_eq_monomial, quartic]
    ring
  obtain ⟨a₀, a₁, a₂, a₃, a₄, rfl⟩ := hp
  simp only [SatisfiesCusp, derivative_quartic, eval_quartic] at h
  obtain ⟨rfl, rfl, rfl, rfl, rfl⟩ := h
  -- the explicit formulas return the coefficients
  unfold cuspExponent
  congr 1
  · ring
  · ring
  · rw [eq_div_iff (pow_ne_zero _ hc)]
    ring
  · rw [eq_div_iff (pow_ne_zero _ hc)]
    ring
  · rw [eq_div_iff (pow_ne_zero _ hc)]
    ring

/-- For a cutoff `c ≠ 0` and any real data, exactly one polynomial of degree at most 4 has
the prescribed value and slope at the nucleus and the prescribed value, slope and second
derivative at the cutoff. -/
theorem existsUnique_exponent {c : ℝ} (hc : c ≠ 0) (A B P Q S : ℝ) :
    ∃! p : ℝ[X], p.natDegree ≤ 4 ∧ SatisfiesCusp c A B P Q S p := by
  refine ⟨cuspExponent c A B P Q S, ⟨?_, cuspExponent_satisfies hc A B P Q S⟩,
    fun q hq => eq_cuspExponent hc hq.1 hq.2⟩
  unfold cuspExponent quartic
  compute_degree

/-- For a cutoff `c ≠ 0`, changing only the exponent's value at the nucleus from `A` to `A'`
adds `(A' - A) (1 - r/c)³ (1 + 3r/c)` to the exponent. -/
theorem change_nuclear_value {c : ℝ} (hc : c ≠ 0) (A A' B P Q S r : ℝ) :
    (cuspExponent c A' B P Q S).eval r - (cuspExponent c A B P Q S).eval r =
      (A' - A) * (1 - r / c) ^ 3 * (1 + 3 * r / c) := by
  simp only [cuspExponent, eval_quartic]
  field_simp
  ring

/-- For a cutoff `c ≠ 0`, a polynomial of degree at most 3 can meet the five conditions
exactly when the data obey one linear relation. -/
theorem cubic_suffices_iff {c : ℝ} (hc : c ≠ 0) (A B P Q S : ℝ) :
    (∃ p : ℝ[X], p.natDegree ≤ 3 ∧ SatisfiesCusp c A B P Q S p) ↔
      6 * (P - A - B * c) - 4 * c * (Q - B) + c ^ 2 * S = 0 := by
  constructor
  · rintro ⟨p, hdeg, h⟩
    -- the fourth coefficient of the unique exponent must vanish
    have h4 : p.coeff 4 = 0 := coeff_eq_zero_of_natDegree_lt (by omega)
    rw [eq_cuspExponent hc (by omega) h] at h4
    have hco : ∀ a₀ a₁ a₂ a₃ a₄ : ℝ, (quartic a₀ a₁ a₂ a₃ a₄).coeff 4 = a₄ := by
      intro a₀ a₁ a₂ a₃ a₄
      simp [quartic, coeff_X_pow]
    rw [cuspExponent, hco, div_eq_iff (pow_ne_zero _ hc)] at h4
    linear_combination 2 * h4
  · intro h
    refine ⟨cuspExponent c A B P Q S, ?_, cuspExponent_satisfies hc A B P Q S⟩
    have h4 : 3 * (P - A - B * c) - 2 * c * (Q - B) + c ^ 2 * S / 2 = 0 := by
      linear_combination h / 2
    rw [cuspExponent, h4, zero_div, quartic, C_0, zero_mul, add_zero]
    compute_degree

/-- The slope of the core orbital is `s exp(p) p'`. -/
theorem deriv_coreOrbital (K s : ℝ) (p : ℝ[X]) (r : ℝ) :
    deriv (coreOrbital K s p) r =
      s * Real.exp (p.eval r) * (derivative p).eval r := by
  have h : HasDerivAt (coreOrbital K s p)
      (s * (Real.exp (p.eval r) * (derivative p).eval r)) r :=
    ((p.hasDerivAt r).exp.const_mul s).const_add K
  rw [h.deriv, mul_assoc]

/-- The second derivative of the core orbital is `s exp(p) (p'' + p'²)`. -/
theorem deriv_deriv_coreOrbital (K s : ℝ) (p : ℝ[X]) (r : ℝ) :
    deriv (deriv (coreOrbital K s p)) r = s * Real.exp (p.eval r) *
      ((derivative (derivative p)).eval r + (derivative p).eval r ^ 2) := by
  rw [funext (deriv_coreOrbital K s p)]
  have h := ((p.hasDerivAt r).exp.const_mul s).fun_mul ((derivative p).hasDerivAt r)
  rw [h.deriv]
  ring

/-- Let `c > 0` and let `f₀ - K` be nonzero with the sign of `s`. For each exponent value `A`
at the nucleus, exactly one exponent of degree at most 4 gives a core orbital that obeys the
cusp condition for charge `Z` and has value `f₀`, slope `f₁` and second derivative `f₂` at `c`. -/
theorem existsUnique_coreOrbital {c K s f₀ : ℝ} (hc : 0 < c) (hs : 0 < s * (f₀ - K))
    (A Z f₁ f₂ : ℝ) :
    ∃! p : ℝ[X], p.natDegree ≤ 4 ∧ p.eval 0 = A ∧
      deriv (coreOrbital K s p) 0 = -Z * coreOrbital K s p 0 ∧
      coreOrbital K s p c = f₀ ∧ deriv (coreOrbital K s p) c = f₁ ∧
      deriv (deriv (coreOrbital K s p)) c = f₂ := by
  have hs0 : s ≠ 0 := left_ne_zero_of_mul hs.ne'
  have hd : f₀ - K ≠ 0 := right_ne_zero_of_mul hs.ne'
  have hA : s * Real.exp A ≠ 0 := mul_ne_zero hs0 (Real.exp_ne_zero A)
  have cancel : ∀ x y : ℝ, x ≠ 0 → x * (y / x) = y := fun x y hx => by field_simp
  have hw : 0 < (f₀ - K) / s := by
    have e : (f₀ - K) / s = s * (f₀ - K) / s ^ 2 := by field_simp
    rw [e]
    exact div_pos hs (by positivity)
  -- translate the orbital data into data for the exponent
  obtain ⟨p, ⟨hdeg, h0, hB, hP, hQ, hS⟩, huniq⟩ := existsUnique_exponent hc.ne' A
    (-Z * (K + s * Real.exp A) / (s * Real.exp A)) (Real.log ((f₀ - K) / s))
    (f₁ / (f₀ - K)) (f₂ / (f₀ - K) - (f₁ / (f₀ - K)) ^ 2)
  refine ⟨p, ?_, ?_⟩
  · have he : s * Real.exp (p.eval c) = f₀ - K := by
      rw [hP, Real.exp_log hw, cancel _ _ hs0]
    refine ⟨hdeg, h0, ?_, ?_, ?_, ?_⟩
    · rw [deriv_coreOrbital, coreOrbital, h0, hB, cancel _ _ hA]
    · rw [coreOrbital, he]
      ring
    · rw [deriv_coreOrbital, he, hQ, cancel _ _ hd]
    · rw [deriv_deriv_coreOrbital, he, hS, hQ, sub_add_cancel, cancel _ _ hd]
  · -- conversely, the orbital conditions fix all five data of the exponent
    rintro q ⟨qdeg, q0, qcusp, qv, q1, q2⟩
    rw [deriv_coreOrbital, coreOrbital, q0] at qcusp
    rw [coreOrbital] at qv
    have he : s * Real.exp (q.eval c) = f₀ - K := by linarith
    rw [deriv_coreOrbital, he] at q1
    rw [deriv_deriv_coreOrbital, he] at q2
    have hq1 : (derivative q).eval c = f₁ / (f₀ - K) := by
      rw [eq_div_iff hd]
      linear_combination q1
    have hq2 : (derivative (derivative q)).eval c + (derivative q).eval c ^ 2 =
        f₂ / (f₀ - K) := by
      rw [eq_div_iff hd]
      linear_combination q2
    refine huniq q ⟨qdeg, q0, ?_, ?_, hq1, ?_⟩
    · rw [eq_div_iff hA]
      linear_combination qcusp
    · rw [← he, mul_div_cancel_left₀ _ hs0, Real.log_exp]
    · rw [← hq1]
      linarith

end

end SmoothCuspCorrection
```

```lean
#print axioms SmoothCuspCorrection.eq_cuspExponent
#print axioms SmoothCuspCorrection.change_nuclear_value
#print axioms SmoothCuspCorrection.cubic_suffices_iff
#print axioms SmoothCuspCorrection.existsUnique_coreOrbital
```

```
'SmoothCuspCorrection.eq_cuspExponent' depends on axioms: [propext, Classical.choice, Quot.sound]
'SmoothCuspCorrection.change_nuclear_value' depends on axioms: [propext, Classical.choice, Quot.sound]
'SmoothCuspCorrection.cubic_suffices_iff' depends on axioms: [propext, Classical.choice, Quot.sound]
'SmoothCuspCorrection.existsUnique_coreOrbital' depends on axioms: [propext, Classical.choice, Quot.sound]
```

## How the coefficients and the orbital are handled in the proof

`eval_quartic` and `derivative_quartic` reduce values and derivatives to arithmetic on five coefficients. `cuspExponent_satisfies` inserts the explicit solution; `field_simp` clears the powers of $c$ and `ring` checks the identities.

Uniqueness is in `eq_cuspExponent`. The lemma `as_sum_range'` expands $p$ in its coefficients. Instead of eliminating unknowns, the proof then replaces $A,B,P,Q,S$ by their expressions in those coefficients and verifies that the explicit formulas return them. `existsUnique_exponent` combines the two results, with `compute_degree` supplying the degree bound.

`change_nuclear_value` checks the difference formula directly. `cubic_suffices_iff` reads off the fourth coefficient: a cubic solution must equal the explicit exponent, so that coefficient vanishes; conversely, the linear relation removes the quartic term.

`deriv_coreOrbital` and `deriv_deriv_coreOrbital` are the chain and product rules. The final theorem applies the polynomial result to the $B,P,Q,S$ computed above. For existence, `Real.exp_log` recovers $s e^{p(c)}=f_0-K$, and the orbital conditions follow. For uniqueness, any other exponent `q` with the same orbital data is shown to satisfy the same five polynomial conditions, where `Real.log_exp` recovers its value at $c$.
